# Second-order equations for the two radial functions of a free Dirac particle

Let P and Q be differentiable real functions on r > 0 that satisfy the free radial Dirac equations

P' + κP/r = (E + m)Q

Q' − κQ/r = −(E − m)P

with real κ, E and m. Then both are twice differentiable there, and

−P'' + κ(κ+1)P/r² = (E² − m²)P

−Q'' + κ(κ−1)Q/r² = (E² − m²)Q.

Here E is the energy and m the mass, in units with ħ = c = 1, and P and Q are, up to constant phase factors, r times the radial parts of the upper and lower spinor components. The quantum number κ is a nonzero integer for a physical state, with κ = −1 for s₁/₂. In relativistic electronic structure the two components carry different orbital angular momenta; for a free particle, this appears as the two centrifugal strengths κ(κ+1) and κ(κ−1).

## Eliminating one component

The first equation gives P' = (E + m)Q − κP/r. The right side is differentiable, so P'' exists:

P'' = (E + m)Q' − κP'/r + κP/r².

Insert Q' = κQ/r − (E − m)P:

P'' = (κ/r)(E + m)Q − (E² − m²)P − κP'/r + κP/r².

Since (E + m)Q = P' + κP/r, the first term is κP'/r + κ²P/r². The terms in P' cancel, leaving

P'' = κ(κ+1)P/r² − (E² − m²)P.

For Q, replace (P, Q, κ, m) by (Q, −P, −κ, −m). The two Dirac equations change places, up to a sign, and the system keeps its form. The result for P then applies to Q, with (−κ)(−κ+1) = κ(κ−1) and m² unchanged.

Conversely, let P solve its second-order equation and let E + m ≠ 0. Define Q = (P' + κP/r)/(E + m), so that the first Dirac equation holds. Differentiating Q gives

Q' − κQ/r = (P'' + κP'/r − κP/r² − κP'/r − κ²P/r²)/(E + m)

= (P'' − κ(κ+1)P/r²)/(E + m)

= −(E² − m²)P/(E + m) = −(E − m)P,

which is the second Dirac equation.

## The equations as Lean predicates

```lean
import Mathlib

open Filter Topology

namespace RadialDiracKappa

noncomputable section

/-- The free radial Dirac equations on `r > 0` for the radial functions `P` and `Q`:
`P' + κ P / r = (E + m) Q` and `Q' - κ Q / r = -(E - m) P`. -/
def IsRadialDirac (κ E m : ℝ) (P Q : ℝ → ℝ) : Prop :=
  ∀ r : ℝ, 0 < r → DifferentiableAt ℝ P r ∧ DifferentiableAt ℝ Q r ∧
    deriv P r + κ * P r / r = (E + m) * Q r ∧
    deriv Q r - κ * Q r / r = -(E - m) * P r
```

`IsRadialDirac` takes the radial system as its starting point; the separation of the three-dimensional Dirac equation in spherical coordinates is not derived. There is no potential, and neither a boundary condition at the origin nor normalisation is imposed. The functions are defined on all of ℝ, but only r > 0 is constrained, and κ may be any real number.

```lean
/-- The function `u` is twice differentiable on `r > 0` and solves the radial wave equation
`-u'' + c u / r² = k u` there. -/
def IsRadialWave (c k : ℝ) (u : ℝ → ℝ) : Prop :=
  ∀ r : ℝ, 0 < r → DifferentiableAt ℝ u r ∧ DifferentiableAt ℝ (deriv u) r ∧
    -deriv (deriv u) r + c * u r / r ^ 2 = k * u r
```

In `IsRadialWave`, `c` is the centrifugal strength, not the speed of light, and `k` is the squared momentum, not the wave number. The predicate includes the existence of both derivatives.

```lean
/-- The partner `(P' + κ P / r) / (E + m)` of a radial function `P`,
meant for `r > 0` and `E + m ≠ 0`. -/
def smallComponent (κ E m : ℝ) (P : ℝ → ℝ) (r : ℝ) : ℝ :=
  (deriv P r + κ * P r / r) / (E + m)
```

The name `smallComponent` fits positive energies near m > 0; elsewhere this function need not be small.

## From first order to second order

```lean
/-- Away from the origin, the derivative of `κ P / r` is `κ P' / r - κ P / r²`. -/
theorem hasDerivAt_kappa_term (κ : ℝ) {P : ℝ → ℝ} {P' r : ℝ}
    (hP : HasDerivAt P P' r) (hr : r ≠ 0) :
    HasDerivAt (fun s => κ * P s / s) (κ * P' / r - κ * P r / r ^ 2) r := by
  have h := (hP.const_mul κ).fun_div (hasDerivAt_id' r) hr
  refine h.congr_deriv ?_
  rw [sub_div, mul_one, pow_two, mul_div_mul_right _ _ hr]
```

This is the quotient rule for the term κP/r of the first Dirac equation.

```lean
/-- The radial Dirac equations keep their form when `(P, Q)` is replaced by `(Q, -P)` and the
signs of `κ` and `m` are reversed. -/
theorem exchange {κ E m : ℝ} {P Q : ℝ → ℝ} (h : IsRadialDirac κ E m P Q) :
    IsRadialDirac (-κ) E (-m) Q (fun r => -P r) := by
  intro r hr
  obtain ⟨hP, hQ, eP, eQ⟩ := h r hr
  have hn : HasDerivAt (fun s => -P s) (-deriv P r) r := hP.hasDerivAt.fun_neg
  refine ⟨hQ, hn.differentiableAt, ?_, ?_⟩
  · show deriv Q r + -κ * Q r / r = (E + -m) * (-P r)
    linear_combination eQ
  · show deriv (fun s => -P s) r - -κ * (-P r) / r = -(E - -m) * Q r
    rw [hn.deriv]
    linear_combination -eP
```

Each equation of the exchanged system is one of the original equations, the second with its sign reversed.

```lean
/-- In a solution of the radial Dirac equations, `P` is twice differentiable on `r > 0` and obeys
`-P'' + κ(κ+1) P / r² = (E² - m²) P`. -/
theorem wave_of_dirac {κ E m : ℝ} {P Q : ℝ → ℝ} (h : IsRadialDirac κ E m P Q) :
    IsRadialWave (κ * (κ + 1)) (E ^ 2 - m ^ 2) P := by
  intro r hr
  obtain ⟨hP, hQ, eP, eQ⟩ := h r hr
  -- the first equation gives P' in a whole neighbourhood of r
  have hev : deriv P =ᶠ[𝓝 r] fun s => (E + m) * Q s - κ * P s / s := by
    filter_upwards [Ioi_mem_nhds hr] with s hs
    linear_combination (h s hs).2.2.1
  -- so P' can be differentiated once more
  have h2 := ((hQ.hasDerivAt.const_mul (E + m)).fun_sub
    (hasDerivAt_kappa_term κ hP.hasDerivAt hr.ne')).congr_of_eventuallyEq hev
  refine ⟨hP, h2.differentiableAt, ?_⟩
  rw [h2.deriv]
  -- eliminate Q' and Q with the two first-order equations
  linear_combination -(E + m) * eQ + κ / r * eP
```

A second derivative at r requires P' near r, not only at r. The statement `hev` supplies the formula for P' in a neighbourhood, and `h2` differentiates it. The final `linear_combination` performs the elimination: it multiplies the Q equation by −(E + m) and the P equation by κ/r, then adds them.

```lean
/-- Both radial functions of a free Dirac solution are twice differentiable on `r > 0` and obey
`-P'' + κ(κ+1) P / r² = (E² - m²) P` and `-Q'' + κ(κ-1) Q / r² = (E² - m²) Q`. -/
theorem radial_dirac_squared {κ E m : ℝ} {P Q : ℝ → ℝ} (h : IsRadialDirac κ E m P Q) :
    IsRadialWave (κ * (κ + 1)) (E ^ 2 - m ^ 2) P ∧
      IsRadialWave (κ * (κ - 1)) (E ^ 2 - m ^ 2) Q := by
  refine ⟨wave_of_dirac h, ?_⟩
  -- the equation for Q is the equation for P after the exchange
  have hQ := wave_of_dirac (exchange h)
  have e1 : -κ * (-κ + 1) = κ * (κ - 1) := by ring
  have e2 : E ^ 2 - (-m) ^ 2 = E ^ 2 - m ^ 2 := by ring
  rwa [e1, e2] at hQ
```

The main theorem joins the result for P to its exchanged version; `e1` and `e2` simplify the coefficients.

## Recovering the Dirac partner

```lean
/-- If `E + m ≠ 0`, a solution `P` of the second-order equation together with
`Q = (P' + κ P / r) / (E + m)` solves the radial Dirac equations. -/
theorem dirac_of_wave {κ E m : ℝ} {P : ℝ → ℝ} (hE : E + m ≠ 0)
    (h : IsRadialWave (κ * (κ + 1)) (E ^ 2 - m ^ 2) P) :
    IsRadialDirac κ E m P (smallComponent κ E m P) := by
  intro r hr
  obtain ⟨h1, h2, e⟩ := h r hr
  have hc : (E + m) * (E + m)⁻¹ = 1 := mul_inv_cancel₀ hE
  have key : HasDerivAt (smallComponent κ E m P)
      ((deriv (deriv P) r + (κ * deriv P r / r - κ * P r / r ^ 2)) / (E + m)) r :=
    (h2.hasDerivAt.fun_add (hasDerivAt_kappa_term κ h1.hasDerivAt hr.ne')).div_const (E + m)
  refine ⟨h1, key.differentiableAt, ?_, ?_⟩
  · unfold smallComponent
    linear_combination -(deriv P r + κ * P r / r) * hc
  · rw [key.deriv]
    unfold smallComponent
    linear_combination -(E + m)⁻¹ * e - (E - m) * P r * hc
```

Here `key` computes Q', and `hc` cancels E + m against its inverse. The last line uses the second-order equation divided by E + m.

```lean
/-- For `E + m ≠ 0`, a function `P` has a partner `Q` in the radial Dirac equations exactly when
it solves the second-order equation with centrifugal strength `κ(κ+1)`. -/
theorem exists_partner_iff {κ E m : ℝ} {P : ℝ → ℝ} (hE : E + m ≠ 0) :
    (∃ Q, IsRadialDirac κ E m P Q) ↔ IsRadialWave (κ * (κ + 1)) (E ^ 2 - m ^ 2) P :=
  ⟨fun ⟨_, h⟩ => wave_of_dirac h, fun h => ⟨_, dirac_of_wave hE h⟩⟩
```

So for E + m ≠ 0 the second-order equation for P characterises the functions that have a partner.

```lean
/-- At `E = -m` and `κ = -1` the constant function `P = 1` solves the second-order equation, but
no `Q` completes it to a solution of the radial Dirac equations. -/
theorem no_partner_at_threshold (m : ℝ) :
    IsRadialWave (-1 * (-1 + 1)) ((-m) ^ 2 - m ^ 2) (fun _ => 1) ∧
      ¬ ∃ Q, IsRadialDirac (-1) (-m) m (fun _ => 1) Q := by
  constructor
  · intro r _
    refine ⟨differentiableAt_const _, ?_, ?_⟩ <;> simp
  · rintro ⟨Q, h⟩
    obtain ⟨_, _, e, _⟩ := h 1 one_pos
    norm_num at e
```

At E = −m this equivalence can fail. For κ = −1 and P = 1 the second-order equation reads 0 = 0, whereas the first Dirac equation would require −1/r = 0; the proof evaluates it at r = 1. This P is a mathematical counter-example, not a physical state: its radial part P/r = 1/r is singular at the origin.

## The free s-wave

```lean
/-- For `κ = -1`, `p² = E² - m²` and `E + m ≠ 0`, the functions `P = sin(pr)` and
`Q = (p cos(pr) - sin(pr) / r) / (E + m)` solve the radial Dirac equations. -/
theorem radial_dirac_witness {E m p : ℝ} (hE : E + m ≠ 0) (hp : p ^ 2 = E ^ 2 - m ^ 2) :
    IsRadialDirac (-1) E m (fun r => Real.sin (p * r))
      (fun r => (p * Real.cos (p * r) - Real.sin (p * r) / r) / (E + m)) := by
  have hl : ∀ r : ℝ, HasDerivAt (fun s => p * s) p r := fun r => by
    simpa using (hasDerivAt_id' r).const_mul p
  have h1 : ∀ r : ℝ, HasDerivAt (fun s => Real.sin (p * s)) (p * Real.cos (p * r)) r :=
    fun r => (hl r).sin.congr_deriv (mul_comm _ _)
  have h2 : ∀ r : ℝ, HasDerivAt (fun s => p * Real.cos (p * s))
      (-(p ^ 2 * Real.sin (p * r))) r := fun r => by
    have h := (hl r).cos.const_mul p
    exact h.congr_deriv (by ring)
  have hd : deriv (fun s => Real.sin (p * s)) = fun s => p * Real.cos (p * s) :=
    funext fun r => (h1 r).deriv
  -- sin(pr) solves the wave equation, whose centrifugal term vanishes
  have hw : IsRadialWave (-1 * (-1 + 1)) (E ^ 2 - m ^ 2) (fun r => Real.sin (p * r)) := by
    intro r _
    refine ⟨(h1 r).differentiableAt, ?_, ?_⟩
    · rw [hd]
      exact (h2 r).differentiableAt
    · rw [hd, (h2 r).deriv]
      show -(-(p ^ 2 * Real.sin (p * r))) + -1 * (-1 + 1) * Real.sin (p * r) / r ^ 2
        = (E ^ 2 - m ^ 2) * Real.sin (p * r)
      linear_combination Real.sin (p * r) * hp
  have hq : smallComponent (-1) E m (fun r => Real.sin (p * r)) =
      fun r => (p * Real.cos (p * r) - Real.sin (p * r) / r) / (E + m) := by
    funext r
    simp only [smallComponent, hd]
    ring
  have h := dirac_of_wave hE hw
  rwa [hq] at h

end

end RadialDiracKappa
```

For κ = −1 the centrifugal term of P vanishes, and P = sin(pr) satisfies −P'' = p²P. The proof checks this, applies `dirac_of_wave`, and identifies the partner with the stated Q. For p ≠ 0 this is the free s₁/₂ wave that is regular at the origin; for p = 0 both functions vanish on r > 0.

```lean
#print axioms RadialDiracKappa.radial_dirac_squared
-- 'RadialDiracKappa.radial_dirac_squared' depends on axioms: [propext, Classical.choice, Quot.sound]
#print axioms RadialDiracKappa.exists_partner_iff
-- 'RadialDiracKappa.exists_partner_iff' depends on axioms: [propext, Classical.choice, Quot.sound]
#print axioms RadialDiracKappa.no_partner_at_threshold
-- 'RadialDiracKappa.no_partner_at_threshold' depends on axioms: [propext, Classical.choice, Quot.sound]
```
